# For a finite group G, a nonzero idempotent e of ℂ[G] generates an irreducible representation exactly when every exe is a multiple of e

To decide whether a symmetry projector generates an irreducible representation, rather than a sum of several (possibly equivalent) ones, we first fix where the representation lives: here it is a complex subspace of the group algebra $A=\mathbb C[G]$, on which $G$ acts by left multiplication. The projector is an element $e\neq0$ of $A$ with $e^2=e$, and its representation is $Ae=\{xe : x\in A\}$. Normalised Young operators, used to build spin eigenfunctions of finitely many electrons, are such elements. Passing from $Ae$ to actual spin functions $\psi$ takes a further step, the map $xe\mapsto xe\,\psi$, which is not formalised here.

```lean
import Mathlib

namespace PrimitiveIdempotents

/-- The complex group algebra of `G`. -/
abbrev GroupAlgebra (G : Type*) := MonoidAlgebra ℂ G
```

An element of `GroupAlgebra G` is a finite sum $x=\sum_g x_g\,g$ with complex coefficients $x_g$.

```lean
variable {G : Type*} [Group G]

/-- A subspace of the group algebra is stable if left multiplication by every group element
carries it into itself. -/
def GroupStable (U : Submodule ℂ (GroupAlgebra G)) : Prop :=
  ∀ g : G, ∀ u ∈ U, MonoidAlgebra.of ℂ G g * u ∈ U
```

`MonoidAlgebra.of ℂ G g` is the group element $g$ regarded as an element of $A$. `GroupStable U` says that $gu\in U$ for all $g\in G$ and $u\in U$; physicists usually call such a subspace invariant.

```lean
/-- A subspace of the group algebra is an irreducible representation if it is nonzero and stable,
and its only stable subspaces are zero and itself. -/
def IsIrreducible (W : Submodule ℂ (GroupAlgebra G)) : Prop :=
  W ≠ ⊥ ∧ GroupStable W ∧ ∀ U ≤ W, GroupStable U → U = ⊥ ∨ U = W
```

Here `⊥` is the zero subspace. Irreducible means nonzero, stable, and without stable subspaces other than zero and the whole.

```lean
/-- The left ideal `Ae`, consisting of all products `x e`. -/
noncomputable def leftIdeal (e : GroupAlgebra G) : Submodule ℂ (GroupAlgebra G) :=
  LinearMap.range (LinearMap.mulRight ℂ e)
```

`leftIdeal e` is $Ae$, defined as the range of the linear map $x\mapsto xe$.

```lean
/-- A subspace stable under the group is stable under left multiplication by the whole
group algebra. -/
theorem GroupStable.mul_mem {U : Submodule ℂ (GroupAlgebra G)} (hU : GroupStable U)
    (x : GroupAlgebra G) {u : GroupAlgebra G} (hu : u ∈ U) : x * u ∈ U := by
  induction x using MonoidAlgebra.induction_on
  · exact hU _ u hu
  · rename_i a b ha hb
    rw [add_mul]
    exact U.add_mem ha hb
  · rename_i r a ha
    rw [smul_mul_assoc]
    exact U.smul_mem r ha
```

If $U$ is stable and $u\in U$, then $xu=\sum_g x_g\,(gu)$ lies in $U$. The induction treats group elements, sums and scalar multiples in turn.

```lean
/-- The left ideal `Ae` is carried into itself by every group element. -/
theorem leftIdeal_stable (e : GroupAlgebra G) : GroupStable (leftIdeal e) := by
  rintro g _ ⟨x, rfl⟩
  exact ⟨MonoidAlgebra.of ℂ G g * x, mul_assoc (MonoidAlgebra.of ℂ G g) x e⟩
```

This is $g(xe)=(gx)e$.

```lean
/-- For an idempotent `e`, the left ideal `Ae` consists of the elements that `e` fixes
from the right. -/
theorem mem_leftIdeal {e : GroupAlgebra G} (he : IsIdempotentElem e) {y : GroupAlgebra G} :
    y ∈ leftIdeal e ↔ y * e = y := by
  refine ⟨?_, fun h => ⟨y, h⟩⟩
  rintro ⟨x, rfl⟩
  show x * e * e = x * e
  rw [mul_assoc, he.eq]
```

`IsIdempotentElem e` means $e^2=e$. If $y=xe$, then $ye=xe^2=xe=y$; conversely, $y=ye$ has the form required for membership in $Ae$.

```lean
/-- Schur step: if `e` is idempotent and `Ae` is irreducible, for a finite group, then every
`e x e` is a scalar multiple of `e`. -/
theorem scalar_of_irreducible [Finite G] {e : GroupAlgebra G} (he : IsIdempotentElem e)
    (h : IsIrreducible (leftIdeal e)) (x : GroupAlgebra G) : ∃ c : ℂ, e * x * e = c • e := by
  -- the group elements span the algebra, so it is finite-dimensional
  have : Module.Finite ℂ (GroupAlgebra G) := by
    refine Module.finite_def.mpr (Submodule.fg_def.mpr
      ⟨Set.range (fun g : G => MonoidAlgebra.of ℂ G g), Set.finite_range _, ?_⟩)
    rw [eq_top_iff]
    rintro y -
    induction y using MonoidAlgebra.induction_on
    · exact Submodule.subset_span ⟨_, rfl⟩
    · rename_i a b ha hb
      exact Submodule.add_mem _ ha hb
    · rename_i r a ha
      exact Submodule.smul_mem _ r ha
  have : Nontrivial (leftIdeal e) := Submodule.nontrivial_iff_ne_bot.mpr h.1
  have hmap : ∀ y ∈ leftIdeal e, LinearMap.mulRight ℂ (e * x * e) y ∈ leftIdeal e :=
    fun y _ => ⟨y * (e * x), mul_assoc y (e * x) e⟩
  -- right multiplication by `e x e` has an eigenvector in `Ae`
  obtain ⟨c, hc⟩ := Module.End.exists_eigenvalue ((LinearMap.mulRight ℂ (e * x * e)).restrict hmap)
  obtain ⟨v, hv⟩ := hc.exists_hasEigenvector
  have hv1 : (v : GroupAlgebra G) * (e * x * e) = c • (v : GroupAlgebra G) :=
    congrArg Subtype.val hv.apply_eq_smul
  obtain ⟨d, hd⟩ : ∃ d : GroupAlgebra G, d = e * x * e - c • 1 := ⟨_, rfl⟩
  have hvd : (v : GroupAlgebra G) * d = 0 := by
    rw [hd, mul_sub, hv1, mul_smul_comm, mul_one, sub_self]
  -- its eigenspace is stable, hence all of `Ae`
  have hst : GroupStable (leftIdeal e ⊓ LinearMap.ker (LinearMap.mulRight ℂ d)) := by
    intro g u hu
    have hu2 : u * d = 0 := hu.2
    refine ⟨leftIdeal_stable e g u hu.1, ?_⟩
    show MonoidAlgebra.of ℂ G g * u * d = 0
    rw [mul_assoc, hu2, mul_zero]
  rcases h.2.2 _ inf_le_left hst with hb | ht
  · have hvU : (v : GroupAlgebra G) ∈ leftIdeal e ⊓ LinearMap.ker (LinearMap.mulRight ℂ d) :=
      ⟨v.2, hvd⟩
    rw [hb, Submodule.mem_bot] at hvU
    exact absurd (Subtype.ext hvU) hv.2
  · have heU := (mem_leftIdeal he).mpr he.eq
    rw [← ht] at heU
    have h2 : e * d = 0 := heU.2
    rw [hd, mul_sub, mul_smul_comm, mul_one, ← mul_assoc, ← mul_assoc, he.eq] at h2
    exact ⟨c, sub_eq_zero.mp h2⟩
```

This is the forward direction, an argument in the style of Schur's lemma. Fix $x$. Right multiplication by $exe$ maps $Ae$ into itself, since $y(exe)=(yex)e$. The space $Ae$ is nonzero and, because $G$ is finite, finite-dimensional, so over $\mathbb C$ there are a number $c$ and a vector $v\neq0$ in $Ae$ with $v\,exe=cv$.

Put $d=exe-c\,1$, so that $vd=0$, and let $K=\{u\in Ae : ud=0\}$. It is stable, because $(gu)d=g(ud)=0$, and it contains $v$. Irreducibility therefore gives $K=Ae$. Since $e=ee\in Ae$,
$$0=ed=e^2xe-ce=exe-ce .$$
In Lean, `Module.End.exists_eigenvalue` supplies $c$, `hst` is the stability of $K$, and `rcases` separates the cases $K=0$, which $v$ contradicts, and $K=Ae$.

```lean
/-- Maschke step: for a finite group, every stable subspace `U` contains an element `f` that
acts as the identity on `U` from the right. -/
theorem exists_right_identity [Finite G] {U : Submodule ℂ (GroupAlgebra G)}
    (hU : GroupStable U) : ∃ f ∈ U, ∀ u ∈ U, u * f = u := by
  have : NeZero (Nat.card G : ℂ) := ⟨Nat.cast_ne_zero.mpr Nat.card_pos.ne'⟩
  let N : Submodule (GroupAlgebra G) (GroupAlgebra G) :=
    { carrier := U
      add_mem' := fun ha hb => U.add_mem ha hb
      zero_mem' := U.zero_mem
      smul_mem' := fun x _ hu => hU.mul_mem x hu }
  obtain ⟨N', hN⟩ := exists_isCompl N
  have h1 : (1 : GroupAlgebra G) ∈ N ⊔ N' := by
    rw [hN.sup_eq_top]
    exact Submodule.mem_top
  -- split the unit along `U` and its complement
  obtain ⟨f, hf, f', hf', hsum⟩ := Submodule.mem_sup.mp h1
  refine ⟨f, hf, fun u hu => ?_⟩
  have hu1 : u * f + u * f' = u := by rw [← mul_add, hsum, mul_one]
  have hz1 : u * f' ∈ N := by
    rw [eq_sub_of_add_eq' hu1]
    exact N.sub_mem (show u ∈ N from hu) (N.smul_mem u hf)
  have hz : u * f' ∈ N ⊓ N' := Submodule.mem_inf.mpr ⟨hz1, N'.smul_mem u hf'⟩
  rw [hN.inf_eq_bot, Submodule.mem_bot] at hz
  rwa [hz, add_zero] at hu1
```

Maschke's theorem gives a stable complement $U'$ of $U$: take any linear projection $P$ onto $U$ and average it to $|G|^{-1}\sum_g gPg^{-1}$. This is still a projection onto $U$ and commutes with $G$, so its kernel is stable. Lean obtains the complement from `exists_isCompl`, after recording that $|G|\neq0$ in $\mathbb C$ and repackaging $U$ as an $A$-submodule `N`.

Now split the unit as $1=f+f'$, with $f\in U$ and $f'\in U'$. For $u\in U$ we have $u=uf+uf'$. Then $uf'=u-uf$ lies in $U$, and also in $U'$, so it vanishes and $uf=u$.

```lean
/-- For a nonzero idempotent `e` of the complex group algebra of a finite group, `Ae` is an
irreducible representation if and only if every `e x e` is a scalar multiple of `e`. -/
theorem irreducible_iff_scalar [Finite G] {e : GroupAlgebra G} (he : IsIdempotentElem e)
    (h0 : e ≠ 0) :
    IsIrreducible (leftIdeal e) ↔ ∀ x : GroupAlgebra G, ∃ c : ℂ, e * x * e = c • e := by
  refine ⟨scalar_of_irreducible he, fun hs =>
    ⟨fun hb => ?_, leftIdeal_stable e, fun U hUe hU => ?_⟩⟩
  · have h1 := (mem_leftIdeal he).mpr he.eq
    rw [hb, Submodule.mem_bot] at h1
    exact h0 h1
  obtain ⟨f, hf, hgen⟩ := exists_right_identity hU
  have fe : f * e = f := (mem_leftIdeal he).mp (hUe hf)
  obtain ⟨c, hc⟩ := hs f
  rw [mul_assoc, fe] at hc
  -- `e f = c e`: either `c = 0` and `U` vanishes, or `U` contains `e`
  by_cases h1 : c = 0
  · left
    have hf0 : f = 0 := by
      calc f = f * e * f := by rw [fe, hgen f hf]
        _ = 0 := by rw [mul_assoc, hc, h1, zero_smul, mul_zero]
    rw [eq_bot_iff]
    intro u hu
    rw [Submodule.mem_bot, ← hgen u hu, hf0, mul_zero]
  · right
    have heU : e ∈ U := by
      have h2 := U.smul_mem c⁻¹ (hU.mul_mem e hf)
      rwa [hc, smul_smul, inv_mul_cancel₀ h1, one_smul] at h2
    refine le_antisymm hUe fun y hy => ?_
    rw [← (mem_leftIdeal he).mp hy]
    exact hU.mul_mem y heU
```

This is the equivalence. The number $c$ may depend on $x$. The forward direction is the Schur argument above.

For the converse, $Ae$ is stable and contains $e\neq0$. Let $U\subseteq Ae$ be stable, with $f$ as in the Maschke step. Since $f\in Ae$, we have $fe=f$, and the hypothesis at $x=f$ reads $ef=efe=ce$.

- If $c=0$, then $f=ff=(fe)f=f(ef)=0$, so every $u=uf$ is zero and $U=0$.
- If $c\neq0$, then $e=c^{-1}ef\in U$, so every $y=ye$ in $Ae$ lies in $U$ and $U=Ae$.

The `by_cases` line makes this split.

```lean
/-- For a finite group, a nonzero idempotent `e` that every group element `g` multiplies by a
number `χ(g)` generates an irreducible representation. -/
theorem irreducible_of_eigenvector [Finite G] {e : GroupAlgebra G} (he : IsIdempotentElem e)
    (h0 : e ≠ 0) (χ : G → ℂ) (hχ : ∀ g, MonoidAlgebra.of ℂ G g * e = χ g • e) :
    IsIrreducible (leftIdeal e) := by
  refine (irreducible_iff_scalar he h0).mpr fun x => ?_
  -- the line through `e` is stable
  have hst : GroupStable (Submodule.span ℂ {e}) := by
    intro g u hu
    obtain ⟨a, rfl⟩ := Submodule.mem_span_singleton.mp hu
    rw [mul_smul_comm, hχ, smul_smul]
    exact Submodule.mem_span_singleton.mpr ⟨_, rfl⟩
  obtain ⟨c, hc⟩ := Submodule.mem_span_singleton.mp
    (hst.mul_mem x (Submodule.mem_span_singleton_self _))
  exact ⟨c, by rw [mul_assoc, ← hc, mul_smul_comm, he.eq]⟩
```

Suppose $ge=\chi(g)e$ for every $g$, with numbers $\chi(g)$. The line $\mathbb Ce$ is then stable, so $xe=ce$ for some $c$, and $exe=e(ce)=ce$. The equivalence gives irreducibility.

```lean
/-- The antisymmetrizer `(1 - s)/2` of the two-element group `{1, s}`, written as `{1, -1}`. -/
noncomputable def antisymmetrizer : GroupAlgebra ℤˣ :=
  (1 / 2 : ℂ) • (1 - MonoidAlgebra.of ℂ ℤˣ (-1))
```

The group `ℤˣ` is $\{1,-1\}$ under multiplication. Its element $-1$ plays the part of the swap $s$ and is not minus the unit of $A$. The definition reads $a=\tfrac12(1-s)$; acting on the spins of two electrons, $a$ projects onto the singlet.

```lean
/-- The antisymmetrizer of the two-element group is a nonzero idempotent and generates an
irreducible representation. -/
theorem antisymmetrizer_witness : IsIdempotentElem antisymmetrizer ∧ antisymmetrizer ≠ 0 ∧
    IsIrreducible (leftIdeal antisymmetrizer) := by
  have hs : MonoidAlgebra.of ℂ ℤˣ (-1) * MonoidAlgebra.of ℂ ℤˣ (-1) = 1 := by
    rw [← map_mul, neg_mul_neg, one_mul, map_one]
  -- the swap changes the sign of the antisymmetrizer
  have hneg : MonoidAlgebra.of ℂ ℤˣ (-1) * antisymmetrizer = (-1 : ℂ) • antisymmetrizer := by
    unfold antisymmetrizer
    rw [mul_smul_comm, mul_sub, mul_one, hs]
    module
  have he : IsIdempotentElem antisymmetrizer := by
    show antisymmetrizer * antisymmetrizer = antisymmetrizer
    conv_lhs => enter [1]; unfold antisymmetrizer
    rw [smul_mul_assoc, sub_mul, one_mul, hneg]
    module
  have h0 : antisymmetrizer ≠ 0 := by
    intro h
    have h1 := (smul_eq_zero.mp h).resolve_left (by norm_num)
    have h2 : MonoidAlgebra.of ℂ ℤˣ 1 = MonoidAlgebra.of ℂ ℤˣ (-1) := by
      rw [map_one]
      exact sub_eq_zero.mp h1
    exact absurd (MonoidAlgebra.of_injective h2) (by decide)
  refine ⟨he, h0, irreducible_of_eigenvector he h0 (fun g => ((g : ℤ) : ℂ)) fun g => ?_⟩
  rcases Int.units_eq_one_or g with rfl | rfl
  · rw [map_one, one_mul, Units.val_one, Int.cast_one, one_smul]
  · rw [hneg, Units.val_neg, Units.val_one, Int.cast_neg, Int.cast_one]

end PrimitiveIdempotents
```

From $s^2=1$ follows $sa=\tfrac12(s-1)=-a$, hence $a^2=\tfrac12(a-sa)=a$. Also $a\neq0$, because $1$ and $s$ are distinct group elements. The preceding theorem applies with $\chi(1)=1$ and $\chi(s)=-1$.

```lean
#print axioms PrimitiveIdempotents.irreducible_of_eigenvector
```

```
'PrimitiveIdempotents.irreducible_of_eigenvector' depends on axioms: [propext, Classical.choice, Quot.sound]
```
